# A jump of $2|c|$ in the dominant quasiparticle root of a single-pole self-energy, and a unique Lipschitz root for broadening $h>|c|$

## A level passing a pole of the self-energy

The quasiparticle energies that enter a Bethe–Salpeter calculation can be found, level by level, from a nonlinear equation $w=e+\Sigma(w)$, where $e$ is the static energy of the level, $w$ the quasiparticle energy and $\Sigma$ the frequency-dependent self-energy. A self-energy with poles gives several solutions, and one rule for choosing among them takes the solution of largest spectral weight. When the nuclei move, $e$ can pass a pole, and the question is whether the chosen energy follows continuously. In a model with one level, one pole of fixed position and coupling, and $e$ as the only parameter, it does not if the coupling is nonzero. This bears on forces, since an excitation energy built from a discontinuous quasiparticle energy generally inherits the step.

The model is
$$\Sigma(w)=\frac{c^2}{w-p},\qquad Z(w)=\frac{1}{1+c^2/(w-p)^2},$$
with $p$ the energy of the state to which the level couples, $c$ the real coupling matrix element and $Z$ the weight. Since $\Sigma'(w)=-c^2/(w-p)^2$, the weight equals the usual $1/(1-\Sigma'(w))$.

## Two roots and the switch between them

For $w\neq p$, multiplying by $w-p$ gives $(w-e)(w-p)=c^2$. With $s=\sqrt{((e-p)/2)^2+c^2}$ this factorises as $(w-w_+)(w-w_-)=0$, where
$$w_\pm=\frac{e+p}{2}\pm s,\qquad w_\pm-p=\frac{e-p}{2}\pm s .$$
For $c\ne0$ we have $s>|e-p|/2$, so $w_-<p<w_+$. Neither value sits on the pole, and both are roots.

The weight increases with $(w-p)^2$, and
$$(w_+-p)^2-(w_--p)^2=2(e-p)\,s .$$
Hence $w_+$ carries the larger weight for $e>p$ and $w_-$ for $e<p$. As $e\to p$, $s\to|c|$. The selected root therefore tends to $p+|c|$ from above and to $p-|c|$ from below, and these limits differ by $2|c|$. Each branch is continuous, so the jump comes from the selection rule.

## The broadened pole

Shifting the pole off the real axis by a width $h>0$ and keeping the real part gives
$$\Sigma_h(w)=\operatorname{Re}\frac{c^2}{w-p+ih}=\frac{c^2(w-p)}{(w-p)^2+h^2}.$$
Take $y\le x$ and set $a=x-p$, $b=y-p$, $D=(a^2+h^2)(b^2+h^2)$. Over the common denominator, $\Sigma_h(x)-\Sigma_h(y)=c^2(x-y)(h^2-ab)/D$. Because $D-h^2(h^2-ab)=a^2b^2+h^2(a^2+ab+b^2)$,
$$\frac{c^2}{h^2}(x-y)-\bigl[\Sigma_h(x)-\Sigma_h(y)\bigr]=\frac{c^2(x-y)\,\bigl[a^2b^2+h^2(a^2+ab+b^2)\bigr]}{h^2D}\ge0,$$
where $a^2+ab+b^2=\tfrac12[(a+b)^2+a^2+b^2]\ge0$.

Now assume $h>|c|$: the broadening exceeds the coupling, and the slope bound $c^2/h^2$ lies below $1$. Let $w_1,w_2$ solve $w=e+\Sigma_h(w)$ for $e_1,e_2$, and suppose $w_1\ge w_2$ (the other order is symmetric). Subtracting the two equations gives
$$w_1-w_2=e_1-e_2+\Sigma_h(w_1)-\Sigma_h(w_2)\le|e_1-e_2|+\frac{c^2}{h^2}(w_1-w_2),$$
so $|w_1-w_2|\le|e_1-e_2|/(1-c^2/h^2)$. Setting $e_1=e_2$ gives uniqueness.

For existence, write $t=w-p$. From $(t\mp h)^2\ge0$ follows $2h|t|\le t^2+h^2$, so $|\Sigma_h|\le B$ with $B=c^2/(2h)$. The continuous function $f(w)=w-\Sigma_h(w)$ then obeys $f(e-B)\le e\le f(e+B)$ and takes the value $e$ in between.

For $0<h<|c|$ and $e=p$ the equation reads $t=c^2t/(t^2+h^2)$. It is solved by $t=0$ and by $t^2=c^2-h^2$, which gives three distinct roots.

## Roots, weights and limits in Lean

All energies are real numbers. `poleSigma`, `weight` and `regSigma` are $\Sigma$, $Z$ and $\Sigma_h$, while `halfGap`, `upperRoot` and `lowerRoot` are $s$, $w_+$ and $w_-$. `IsRoot c p e w` says $w\ne p$ and $w=e+\Sigma(w)$. The first clause matters because Lean sets $c^2/0=0$, which would make $w=p$ a spurious root at $e=p$. `IsDominant` asks for a root whose weight strictly exceeds that of every other root, and `IsRegRoot` is the broadened equation.

`dominant_root_jump` takes $c\neq0$ and any function `ω` that returns a dominant root for every $e\ne p$. It concludes the two one-sided limits, with `𝓝[>] p` for $e\downarrow p$ and `𝓝[<] p` for $e\uparrow p$; the size $2|c|$ is the difference of the two stated values. `isDominant_iff` shows that $w_+$ for $e>p$ and $w_-$ for $e<p$ is such a function.

The restriction `e ≠ p` in `hω` is where the statement could go wrong. At $e=p$ both roots lie at distance $|c|$ from the pole and have weight $1/2$, so neither is strictly dominant. A hypothesis demanding dominance for all $e$ would be met by no function, and the theorem would then be true and empty.

`regRoot_existsUnique` gives exactly one real root for every $p$ and $e$ when `|c| < h`. `regRoot_lipschitz` gives the bound for any two roots at the same $c,h,p$. Both allow $c=0$, where the constant is $1$. `regRoot_three_roots` exhibits $p$ and $p\pm\sqrt{c^2-h^2}$ as roots at $e=p$, with the square root positive, so the three are distinct; it does not count all roots.

The forms of $\Sigma$ and $\Sigma_h$ are postulated, and $c$ and $p$ stay fixed, whereas in a molecule they change with geometry. The theorems leave out several poles, the imaginary part of the self-energy, the electron–hole kernel, the case $h=|c|$, differentiability of the broadened root and sharpness of the Lipschitz constant. The complex form of $\Sigma_h$, the weight $1/2$ and the comment on forces are side remarks with no theorem behind them.

## The namespace `QuasiparticleRootJump`

```lean
import Mathlib

open Filter Topology Set

namespace QuasiparticleRootJump

noncomputable section

/-- Single-pole self-energy `Σ(w) = c² / (w - p)`. -/
def poleSigma (c p w : ℝ) : ℝ := c ^ 2 / (w - p)

/-- `w` lies off the pole and solves the quasiparticle equation `w = e + Σ(w)`. -/
def IsRoot (c p e w : ℝ) : Prop := w ≠ p ∧ w = e + poleSigma c p w

/-- Spectral weight `Z(w) = 1 / (1 + c² / (w - p)²)`. -/
def weight (c p w : ℝ) : ℝ := 1 / (1 + c ^ 2 / (w - p) ^ 2)

/-- `w` is a root whose weight is strictly larger than that of every other root. -/
def IsDominant (c p e w : ℝ) : Prop :=
  IsRoot c p e w ∧ ∀ w', IsRoot c p e w' → w' ≠ w → weight c p w' < weight c p w

/-- The energy `√(((e - p)/2)² + c²)`. -/
def halfGap (c p e : ℝ) : ℝ := Real.sqrt (((e - p) / 2) ^ 2 + c ^ 2)

/-- Upper branch `(e + p)/2 + √(((e - p)/2)² + c²)`. -/
def upperRoot (c p e : ℝ) : ℝ := (e + p) / 2 + halfGap c p e

/-- Lower branch `(e + p)/2 - √(((e - p)/2)² + c²)`. -/
def lowerRoot (c p e : ℝ) : ℝ := (e + p) / 2 - halfGap c p e

/-- Regularized self-energy `Σ_h(w) = c² (w - p) / ((w - p)² + h²)`. -/
def regSigma (c h p w : ℝ) : ℝ := c ^ 2 * (w - p) / ((w - p) ^ 2 + h ^ 2)

/-- `w` solves the regularized quasiparticle equation `w = e + Σ_h(w)`. -/
def IsRegRoot (c h p e w : ℝ) : Prop := w = e + regSigma c h p w

/-- Off the pole the weight equals `1 / (1 - Σ'(w))`. -/
theorem weight_eq_deriv (c p w : ℝ) (hw : w ≠ p) :
    weight c p w = 1 / (1 - deriv (poleSigma c p) w) := by
  have h0 := (hasDerivAt_const w (c ^ 2)).fun_div ((hasDerivAt_id' w).sub_const p)
    (sub_ne_zero.mpr hw)
  have hd : HasDerivAt (poleSigma c p) (-(c ^ 2 / (w - p) ^ 2)) w :=
    h0.congr_deriv (by ring)
  unfold weight
  rw [hd.deriv, sub_neg_eq_add]

/-- For nonzero coupling the lower branch lies below the pole and the upper branch above it. -/
theorem branches_straddle_pole {c : ℝ} (hc : c ≠ 0) (p e : ℝ) :
    lowerRoot c p e < p ∧ p < upperRoot c p e := by
  have hs : halfGap c p e ^ 2 = ((e - p) / 2) ^ 2 + c ^ 2 := Real.sq_sqrt (by positivity)
  have hc2 : 0 < c ^ 2 := by positivity
  have h0 : 0 ≤ halfGap c p e := Real.sqrt_nonneg _
  have h1 : |(e - p) / 2| < halfGap c p e := abs_lt_of_sq_lt_sq (by linarith) h0
  obtain ⟨h2, h3⟩ := abs_lt.mp h1
  unfold lowerRoot upperRoot
  constructor <;> linarith

/-- For nonzero coupling the roots of the quasiparticle equation are exactly the two branches. -/
theorem isRoot_iff {c : ℝ} (hc : c ≠ 0) (p e w : ℝ) :
    IsRoot c p e w ↔ w = upperRoot c p e ∨ w = lowerRoot c p e := by
  have hs : halfGap c p e ^ 2 = ((e - p) / 2) ^ 2 + c ^ 2 := Real.sq_sqrt (by positivity)
  obtain ⟨hl, hu⟩ := branches_straddle_pole hc p e
  -- off the pole the equation is a quadratic
  have key : w ≠ p → (w = e + poleSigma c p w ↔
      w = upperRoot c p e ∨ w = lowerRoot c p e) := by
    intro hw
    have h1 : w = e + poleSigma c p w ↔ (w - e) * (w - p) = c ^ 2 := by
      unfold poleSigma
      rw [← eq_div_iff (sub_ne_zero.mpr hw)]
      constructor <;> intro h <;> linarith
    have h2 : (w - e) * (w - p) = c ^ 2 ↔
        (w - upperRoot c p e) * (w - lowerRoot c p e) = 0 := by
      unfold upperRoot lowerRoot
      constructor
      · intro h
        linear_combination h - hs
      · intro h
        linear_combination h + hs
    rw [h1, h2, mul_eq_zero, sub_eq_zero, sub_eq_zero]
  constructor
  · rintro ⟨hw, h⟩
    exact (key hw).mp h
  · intro h
    have hw : w ≠ p := by
      rcases h with h | h
      · rw [h]; exact hu.ne'
      · rw [h]; exact hl.ne
    exact ⟨hw, (key hw).mpr h⟩

/-- For nonzero coupling the dominant root is the upper branch for `e > p` and the lower branch for
`e < p`. -/
theorem isDominant_iff {c : ℝ} (hc : c ≠ 0) (p e w : ℝ) :
    (p < e → (IsDominant c p e w ↔ w = upperRoot c p e)) ∧
    (e < p → (IsDominant c p e w ↔ w = lowerRoot c p e)) := by
  obtain ⟨hl, hu⟩ := branches_straddle_pole hc p e
  have hne : upperRoot c p e ≠ lowerRoot c p e := (hl.trans hu).ne'
  have hs : 0 < halfGap c p e := by
    have := hl.trans hu
    unfold lowerRoot upperRoot at this
    linarith
  -- the weight grows with the distance from the pole
  have mono : ∀ a b : ℝ, b ≠ p → (b - p) ^ 2 < (a - p) ^ 2 → weight c p b < weight c p a := by
    intro a b hb hab
    have hb' : b - p ≠ 0 := sub_ne_zero.mpr hb
    have h1 : c ^ 2 / (a - p) ^ 2 < c ^ 2 / (b - p) ^ 2 :=
      div_lt_div_of_pos_left (by positivity) (by positivity) hab
    exact one_div_lt_one_div_of_lt (by positivity) (by linarith)
  have aux : ∀ a b : ℝ, (∀ x, IsRoot c p e x ↔ x = a ∨ x = b) → a ≠ b →
      weight c p b < weight c p a → (IsDominant c p e w ↔ w = a) := by
    intro a b hr hab hlt
    constructor
    · rintro ⟨h1, h2⟩
      rcases (hr w).mp h1 with h | h
      · exact h
      · have h3 := h2 a ((hr a).mpr (Or.inl rfl)) (by rw [h]; exact hab)
        rw [h] at h3
        linarith
    · intro h
      refine ⟨(hr w).mpr (Or.inl h), fun x hx hxw => ?_⟩
      rcases (hr x).mp hx with h' | h'
      · exact absurd (h'.trans h.symm) hxw
      · rw [h', h]; exact hlt
  constructor
  · intro he
    refine aux _ _ (isRoot_iff hc p e) hne (mono _ _ hl.ne ?_)
    unfold lowerRoot upperRoot
    nlinarith [mul_pos (sub_pos.mpr he) hs]
  · intro he
    refine aux _ _ (fun x => (isRoot_iff hc p e x).trans or_comm) hne.symm (mono _ _ hu.ne' ?_)
    unfold lowerRoot upperRoot
    nlinarith [mul_pos (sub_pos.mpr he) hs]

/-- For `c ≠ 0`, if `ω e` is a dominant root for every `e ≠ p`, then `ω e` tends to `p + |c|` as `e`
approaches `p` from above and to `p - |c|` from below. -/
theorem dominant_root_jump {c : ℝ} (hc : c ≠ 0) (p : ℝ) (ω : ℝ → ℝ)
    (hω : ∀ e, e ≠ p → IsDominant c p e (ω e)) :
    Tendsto ω (𝓝[>] p) (𝓝 (p + |c|)) ∧ Tendsto ω (𝓝[<] p) (𝓝 (p - |c|)) := by
  have hg : halfGap c p p = |c| := by simp [halfGap, Real.sqrt_sq_eq_abs]
  have hU : upperRoot c p p = p + |c| := by unfold upperRoot; rw [hg]; ring
  have hL : lowerRoot c p p = p - |c| := by unfold lowerRoot; rw [hg]; ring
  have cU : Continuous fun e => upperRoot c p e := by unfold upperRoot halfGap; fun_prop
  have cL : Continuous fun e => lowerRoot c p e := by unfold lowerRoot halfGap; fun_prop
  rw [← hU, ← hL]
  constructor
  · refine ((cU.tendsto p).mono_left nhdsWithin_le_nhds).congr' ?_
    filter_upwards [self_mem_nhdsWithin] with e he
    exact (((isDominant_iff hc p e _).1 he).mp (hω e (ne_of_gt he))).symm
  · refine ((cL.tendsto p).mono_left nhdsWithin_le_nhds).congr' ?_
    filter_upwards [self_mem_nhdsWithin] with e he
    exact (((isDominant_iff hc p e _).2 he).mp (hω e (ne_of_lt he))).symm

/-- For `h > 0`, from `y` to `x ≥ y` the regularized self-energy rises by at most `(c²/h²)(x - y)`.
-/
theorem regSigma_slope_le (c p : ℝ) {h x y : ℝ} (hh : 0 < h) (hxy : y ≤ x) :
    regSigma c h p x - regSigma c h p y ≤ c ^ 2 / h ^ 2 * (x - y) := by
  have h1 : (x - p) ^ 2 + h ^ 2 ≠ 0 := by positivity
  have h2 : (y - p) ^ 2 + h ^ 2 ≠ 0 := by positivity
  have h3 : h ≠ 0 := hh.ne'
  have hq : 0 ≤ (x - p) ^ 2 + (x - p) * (y - p) + (y - p) ^ 2 := by
    nlinarith [sq_nonneg (x - p + (y - p)), sq_nonneg (x - p), sq_nonneg (y - p)]
  have key : c ^ 2 / h ^ 2 * (x - y) - (regSigma c h p x - regSigma c h p y) =
      c ^ 2 * (x - y) * (((x - p) * (y - p)) ^ 2 +
        h ^ 2 * ((x - p) ^ 2 + (x - p) * (y - p) + (y - p) ^ 2)) /
      (h ^ 2 * ((x - p) ^ 2 + h ^ 2) * ((y - p) ^ 2 + h ^ 2)) := by
    unfold regSigma
    field_simp
    ring
  rw [← sub_nonneg, key]
  exact div_nonneg (mul_nonneg (mul_nonneg (sq_nonneg c) (sub_nonneg.mpr hxy))
    (add_nonneg (sq_nonneg _) (mul_nonneg (sq_nonneg h) hq))) (by positivity)

/-- For `h > |c|` the regularized quasiparticle energy is Lipschitz in `e` with constant
`1 / (1 - c²/h²)`. -/
theorem regRoot_lipschitz {c h p e₁ e₂ w₁ w₂ : ℝ} (hh : |c| < h)
    (h₁ : IsRegRoot c h p e₁ w₁) (h₂ : IsRegRoot c h p e₂ w₂) :
    |w₁ - w₂| ≤ 1 / (1 - c ^ 2 / h ^ 2) * |e₁ - e₂| := by
  have h0 : 0 < h := (abs_nonneg c).trans_lt hh
  have hc : c ^ 2 < h ^ 2 := by
    have := pow_lt_pow_left₀ hh (abs_nonneg c) two_ne_zero
    rwa [sq_abs] at this
  have hk : 0 < 1 - c ^ 2 / h ^ 2 := sub_pos.mpr ((div_lt_one (by positivity)).mpr hc)
  unfold IsRegRoot at h₁ h₂
  rw [div_mul_eq_mul_div, one_mul, le_div_iff₀ hk]
  rcases le_total w₂ w₁ with hw | hw
  · rw [abs_of_nonneg (sub_nonneg.mpr hw)]
    linarith [regSigma_slope_le c p h0 hw, le_abs_self (e₁ - e₂)]
  · rw [abs_of_nonpos (sub_nonpos.mpr hw)]
    linarith [regSigma_slope_le c p h0 hw, neg_le_abs (e₁ - e₂)]

/-- For `h > |c|` the regularized quasiparticle equation has exactly one real root. -/
theorem regRoot_existsUnique {c h : ℝ} (hh : |c| < h) (p e : ℝ) :
    ∃! w, IsRegRoot c h p e w := by
  have h0 : 0 < h := (abs_nonneg c).trans_lt hh
  have hpos : ∀ w : ℝ, 0 < (w - p) ^ 2 + h ^ 2 := fun w => by positivity
  -- the self-energy is bounded by c² / (2h)
  have hup : ∀ w, regSigma c h p w ≤ c ^ 2 / (2 * h) := fun w => by
    unfold regSigma
    rw [div_le_div_iff₀ (hpos w) (by positivity)]
    nlinarith [mul_nonneg (sq_nonneg c) (sq_nonneg (w - p - h))]
  have hlo : ∀ w, -(c ^ 2 / (2 * h)) ≤ regSigma c h p w := fun w => by
    unfold regSigma
    rw [← neg_div, div_le_div_iff₀ (by positivity) (hpos w)]
    nlinarith [mul_nonneg (sq_nonneg c) (sq_nonneg (w - p + h))]
  have hn : Continuous fun w : ℝ => c ^ 2 * (w - p) := by fun_prop
  have hd : Continuous fun w : ℝ => (w - p) ^ 2 + h ^ 2 := by fun_prop
  have hS : Continuous (regSigma c h p) := hn.div hd fun w => (hpos w).ne'
  have hf : Continuous fun w => w - regSigma c h p w := continuous_id.sub hS
  have hB : 0 ≤ c ^ 2 / (2 * h) := by positivity
  obtain ⟨w, -, hw⟩ := intermediate_value_Icc
    (show e - c ^ 2 / (2 * h) ≤ e + c ^ 2 / (2 * h) by linarith) hf.continuousOn
    (show e ∈ Icc _ _ from
      ⟨by linarith [hlo (e - c ^ 2 / (2 * h))], by linarith [hup (e + c ^ 2 / (2 * h))]⟩)
  have hw' : w - regSigma c h p w = e := hw
  have hr : IsRegRoot c h p e w := by unfold IsRegRoot; linarith
  refine ⟨w, hr, fun y hy => ?_⟩
  have h1 := regRoot_lipschitz hh hy hr
  rw [sub_self, abs_zero, mul_zero] at h1
  exact sub_eq_zero.mp (abs_nonpos_iff.mp h1)

/-- For `0 < h < |c|` and `e = p`, `√(c² - h²)` is positive, and `p` and `p ± √(c² - h²)` all solve
the regularized quasiparticle equation. -/
theorem regRoot_three_roots {c h : ℝ} (h0 : 0 < h) (hh : h < |c|) (p : ℝ) :
    0 < Real.sqrt (c ^ 2 - h ^ 2) ∧ IsRegRoot c h p p p ∧
    IsRegRoot c h p p (p + Real.sqrt (c ^ 2 - h ^ 2)) ∧
    IsRegRoot c h p p (p - Real.sqrt (c ^ 2 - h ^ 2)) := by
  have hc : h ^ 2 < c ^ 2 := by
    have := pow_lt_pow_left₀ hh h0.le two_ne_zero
    rwa [sq_abs] at this
  have hc2 : c ^ 2 ≠ 0 := ((sq_nonneg h).trans_lt hc).ne'
  have hr : Real.sqrt (c ^ 2 - h ^ 2) ^ 2 = c ^ 2 - h ^ 2 := Real.sq_sqrt (by linarith)
  have aux : ∀ t : ℝ, t ^ 2 = c ^ 2 - h ^ 2 → IsRegRoot c h p p (p + t) := by
    intro t ht
    have h1 : (p + t - p) ^ 2 + h ^ 2 = c ^ 2 := by linear_combination ht
    unfold IsRegRoot regSigma
    rw [h1, mul_div_cancel_left₀ _ hc2]
    ring
  refine ⟨Real.sqrt_pos.mpr (by linarith), by simp [IsRegRoot, regSigma], aux _ hr, ?_⟩
  have h2 := aux (-Real.sqrt (c ^ 2 - h ^ 2)) (by rw [neg_sq, hr])
  rwa [← sub_eq_add_neg] at h2

end

end QuasiparticleRootJump
```

```lean
#print axioms QuasiparticleRootJump.weight_eq_deriv
-- 'QuasiparticleRootJump.weight_eq_deriv' depends on axioms: [propext, Classical.choice, Quot.sound]
#print axioms QuasiparticleRootJump.dominant_root_jump
-- 'QuasiparticleRootJump.dominant_root_jump' depends on axioms: [propext, Classical.choice, Quot.sound]
#print axioms QuasiparticleRootJump.regRoot_existsUnique
-- 'QuasiparticleRootJump.regRoot_existsUnique' depends on axioms: [propext, Classical.choice, Quot.sound]
#print axioms QuasiparticleRootJump.regRoot_three_roots
-- 'QuasiparticleRootJump.regRoot_three_roots' depends on axioms: [propext, Classical.choice, Quot.sound]
```

## From the quadratic to the one-sided limits

`weight_eq_deriv` differentiates the quotient with `fun_div` and simplifies the result to $-c^2/(w-p)^2$. In `branches_straddle_pole`, `hs` is $s^2=((e-p)/2)^2+c^2$ and `h1` is $|e-p|/2<s$, from which both inequalities are linear. In `isRoot_iff`, `h1` is the multiplication by $w-p$, and `h2` is the factorisation, obtained by `linear_combination h - hs` and, in the other direction, `linear_combination h + hs`. The straddling supplies $w\ne p$ when passing from a branch back to a root.

`isDominant_iff` has two ingredients. `mono` is the growth of $Z$ with $(w-p)^2$. `aux` states that when the roots are exactly two distinct values, the dominant one is that of larger weight. The closing `nlinarith` calls receive the product of $s$ with $e-p$ or $p-e$, which is the sign of $2(e-p)s$ above. `dominant_root_jump` evaluates both branches at $e=p$ in `hU` and `hL`, shows them continuous in `cU` and `cL`, and uses `congr'` to replace the branch by `ω` on the side of $p$ where the two agree.

## From the slope bound to the unique root

In `regSigma_slope_le`, `key` is the displayed identity and `hq` is $a^2+ab+b^2\ge0$. `regRoot_lipschitz` establishes $1-c^2/h^2>0$ as `hk`, clears that denominator and splits on the order of $w_1$ and $w_2$ with `le_total`; each case is the subtraction done above. Only the upper bound on the rise of $\Sigma_h$ enters, since a falling $\Sigma_h$ brings the two roots closer.

In `regRoot_existsUnique`, `hup` and `hlo` are the bounds $\pm B$, derived from the squares of $w-p-h$ and $w-p+h$. `intermediate_value_Icc` is applied to $f$ on $[e-B,e+B]$, and uniqueness is the Lipschitz bound with $|e-e|=0$. In `regRoot_three_roots`, `aux` shows that any $t$ with $t^2=c^2-h^2$ turns the denominator into $c^2$, so that $\Sigma_h(p+t)=t$; it is applied to both signs of the square root.
